# Bounds on edge hybridization in an open Qi–Wu–Zhang ribbon

A ribbon two sites wide already shows how modes on opposite edges hybridize. At edge momentum \(k=0\) and bulk parameter \(u=-1/2\), the effective mass is \(m=u+\cos k=1/2\), and the \(\sigma_y=+1\) amplitudes couple to the \(\sigma_y=-1\) amplitudes through

\[
D=\begin{pmatrix}1/2&1\\0&1/2\end{pmatrix},\qquad D\begin{pmatrix}1\\-1/2\end{pmatrix}=\begin{pmatrix}0\\-1/4\end{pmatrix}.
\]

The profile \((1,-1/2)\) decays from one edge, and \(D\) sends it to a vector supported only at the other. Here \(E^2\) is an eigenvalue of \(D^\dagger D\), which has trace \(3/2\) and determinant \(1/16\). The energies are therefore \(\pm(\sqrt2-1)/2\approx\pm0.207\) and \(\pm(\sqrt2+1)/2\approx\pm1.207\), with no level at zero.

## The ribbon and its energies

The model is clean and non-interacting. Its reduction from a two-dimensional crystal, by Fourier transform along the edge, is assumed. Sites are \(x=0,\dots,N-1\), and the index `Fin N × Fin 2` holds site and spin.

```lean
import Mathlib

open Matrix Complex
open scoped Kronecker

namespace QWZRibbon

noncomputable section

/-- The Pauli matrix `σx`. -/
def σx : Matrix (Fin 2) (Fin 2) ℂ := !![0, 1; 1, 0]

/-- The Pauli matrix `σy`. -/
def σy : Matrix (Fin 2) (Fin 2) ℂ := !![0, -I; I, 0]

/-- The Pauli matrix `σz`. -/
def σz : Matrix (Fin 2) (Fin 2) ℂ := !![1, 0; 0, -1]
```

Some texts write \(m\) for the bulk parameter \(u\); here \(m=u+\cos k\) depends on momentum.

```lean
/-- The effective mass `m = u + cos k` of the ribbon at edge momentum `k`. -/
def mass (u k : ℝ) : ℝ := u + Real.cos k

/-- The hopping matrix `(σz - i σx)/2` between neighbouring sites. -/
def hop : Matrix (Fin 2) (Fin 2) ℂ := (1 / 2 : ℂ) • (σz - I • σx)
```

The shift \(S\) acts as \((Sw)_x=w_{x+1}\), with zero beyond the last site.

```lean
/-- The open-ended shift, which moves a particle from site `x + 1` to site `x`. -/
def shift (N : ℕ) : Matrix (Fin N) (Fin N) ℂ :=
  Matrix.of fun x y => if (y : ℕ) = x + 1 then 1 else 0

/-- The QWZ Hamiltonian of an open ribbon of `N` sites at edge momentum `k`. -/
def ribbon (N : ℕ) (u k : ℝ) : Matrix (Fin N × Fin 2) (Fin N × Fin 2) ℂ :=
  1 ⊗ₖ ((Real.sin k : ℂ) • σy + (mass u k : ℂ) • σz) + shift N ⊗ₖ hop + (shift N)ᴴ ⊗ₖ hopᴴ
```

An energy is a real eigenvalue with a nonzero eigenvector; multiplicity is not recorded.

```lean
/-- The real number `E` is an energy of `A`: some nonzero state satisfies `A ψ = E ψ`. -/
def IsEnergy {n : Type*} [Fintype n] (A : Matrix n n ℂ) (E : ℝ) : Prop :=
  ∃ ψ : n → ℂ, ψ ≠ 0 ∧ A *ᵥ ψ = (E : ℂ) • ψ
```

Write \(p\) for `amp 1 ψ` and \(q\) for `amp (-1) ψ`. The normalized spin amplitudes are \(p/\sqrt2\) and \(q/\sqrt2\), so \(\|\psi\|^2=(\|p\|^2+\|q\|^2)/2\).

```lean
/-- For `τ = ±1`, the unnormalized amplitude of `ψ` in the spin state `σy = τ`, site by site. -/
def amp {N : ℕ} (τ : ℂ) (ψ : Fin N × Fin 2 → ℂ) : Fin N → ℂ :=
  fun x => ψ (x, 0) - τ * I * ψ (x, 1)
```

For general \(N\), the coupling is \(D=m+S\).

```lean
/-- The block `m + shift` that couples the two `σy` components. -/
def block (N : ℕ) (m : ℝ) : Matrix (Fin N) (Fin N) ℂ := (m : ℂ) • 1 + shift N
```

## Problems

Let \(s=\sin k\) and let \(H\) be the ribbon Hamiltonian.

**(a)** Show that \(H\) acts on the spin components as

\[
p\mapsto sp+D^\dagger q,\qquad q\mapsto -sq+Dp.
\]

With \(\chi_\pm=(1,\pm i)\), \(\sigma_z\) swaps \(\chi_+\) and \(\chi_-\). The hopping matrix \(T=(\sigma_z-i\sigma_x)/2\) sends \(\chi_+\) to \(\chi_-\) and \(\chi_-\) to zero; \(T^\dagger\) does the reverse. Insert \(\psi=(p\chi_++q\chi_-)/2\) and collect terms. In Lean, `hk` expands the Kronecker products and `linear_combination` uses \(i^2=-1\).

```lean
/-- In `σy` components the ribbon Hamiltonian has `± sin k` on the diagonal, and the block
`m + shift` and its adjoint off the diagonal. -/
theorem chiral_action (N : ℕ) (u k : ℝ) (ψ : Fin N × Fin 2 → ℂ) :
    amp 1 (ribbon N u k *ᵥ ψ) =
      (Real.sin k : ℂ) • amp 1 ψ + (block N (mass u k))ᴴ *ᵥ amp (-1) ψ ∧
    amp (-1) (ribbon N u k *ᵥ ψ) =
      (-(Real.sin k : ℂ)) • amp (-1) ψ + block N (mass u k) *ᵥ amp 1 ψ := by
  have hk : ∀ (A : Matrix (Fin N) (Fin N) ℂ) (B : Matrix (Fin 2) (Fin 2) ℂ) x a,
      ((A ⊗ₖ B) *ᵥ ψ) (x, a) = B a 0 * (A *ᵥ fun y => ψ (y, 0)) x
        + B a 1 * (A *ᵥ fun y => ψ (y, 1)) x := by
    intro A B x a
    simp only [mulVec, dotProduct, Fintype.sum_prod_type, Fin.sum_univ_two,
      kroneckerMap_apply, Finset.mul_sum]
    rw [← Finset.sum_add_distrib]
    exact Finset.sum_congr rfl fun y _ => by ring
  have hlin : ∀ (A : Matrix (Fin N) (Fin N) ℂ) (τ : ℂ) x, (A *ᵥ amp τ ψ) x =
      (A *ᵥ fun y => ψ (y, 0)) x - τ * I * (A *ᵥ fun y => ψ (y, 1)) x := by
    intro A τ x
    simp only [amp, mulVec, dotProduct, Finset.mul_sum]
    rw [← Finset.sum_sub_distrib]
    exact Finset.sum_congr rfl fun y _ => by ring
  have hD : ∀ (c : ℂ) (A : Matrix (Fin N) (Fin N) ℂ) (w : Fin N → ℂ) x,
      ((c • (1 : Matrix (Fin N) (Fin N) ℂ) + A) *ᵥ w) x = c * w x + (A *ᵥ w) x := by
    intro c A w x
    simp [mulVec, dotProduct, Matrix.one_apply, add_mul, Finset.sum_add_distrib]
  have hadj : (block N (mass u k))ᴴ = (mass u k : ℂ) • 1 + (shift N)ᴴ := by
    simp [block, conjTranspose_add, conjTranspose_smul]
  -- the spin matrices, written out
  have hO : (Real.sin k : ℂ) • σy + (mass u k : ℂ) • σz =
      !![(mass u k : ℂ), -(I * Real.sin k); I * Real.sin k, -(mass u k : ℂ)] := by
    ext i j; fin_cases i <;> fin_cases j <;> simp [σy, σz, mul_comm]
  have hT : hop = !![1 / 2, -(I / 2); -(I / 2), -(1 / 2)] := by
    ext i j; fin_cases i <;> fin_cases j <;> simp [hop, σx, σz, div_eq_mul_inv, mul_comm]
  have hT' : hopᴴ = !![1 / 2, I / 2; I / 2, -(1 / 2)] := by
    rw [hT]; ext i j; fin_cases i <;> fin_cases j <;> simp [neg_div]
  have e : ∀ x a, (ribbon N u k *ᵥ ψ) (x, a) = _ := fun x a => by
    rw [ribbon, hO, hT', hT, add_mulVec, add_mulVec, Pi.add_apply, Pi.add_apply,
      hk, hk, hk, one_mulVec, one_mulVec]
  refine ⟨funext fun x => ?_, funext fun x => ?_⟩
  · simp only [hadj, Pi.add_apply, Pi.smul_apply, smul_eq_mul, hD, hlin]
    simp only [amp, e, Matrix.of_apply, cons_val', cons_val_zero, cons_val_one,
      cons_val_fin_one]
    linear_combination (-(Real.sin k : ℂ) * ψ (x, 0) + (shift N *ᵥ fun y => ψ (y, 0)) x / 2
      - ((shift N)ᴴ *ᵥ fun y => ψ (y, 0)) x / 2) * I_sq
  · simp only [block, Pi.add_apply, Pi.smul_apply, smul_eq_mul, hD, hlin]
    simp only [amp, e, Matrix.of_apply, cons_val', cons_val_zero, cons_val_one,
      cons_val_fin_one]
    linear_combination ((Real.sin k : ℂ) * ψ (x, 0) - (shift N *ᵥ fun y => ψ (y, 0)) x / 2
      + ((shift N)ᴴ *ᵥ fun y => ψ (y, 0)) x / 2) * I_sq
```

**(b)** Show that \(H^\dagger=H\).

The on-site term combines Hermitian matrices with real coefficients, and the two hopping terms are each other's adjoints.

```lean
/-- The ribbon Hamiltonian is Hermitian. -/
theorem ribbon_isHermitian (N : ℕ) (u k : ℝ) : (ribbon N u k).IsHermitian := by
  have h : ((Real.sin k : ℂ) • σy + (mass u k : ℂ) • σz)ᴴ =
      (Real.sin k : ℂ) • σy + (mass u k : ℂ) • σz := by
    ext i j
    fin_cases i <;> fin_cases j <;> simp [σy, σz, -ofReal_sin]
  unfold Matrix.IsHermitian ribbon
  rw [conjTranspose_add, conjTranspose_add, conjTranspose_kronecker, conjTranspose_kronecker,
    conjTranspose_kronecker, conjTranspose_conjTranspose, conjTranspose_conjTranspose,
    conjTranspose_one, h]
  abel
```

**(c)** For Hermitian \(A\) and \(v\ne0\), show that

\[
\|Av\|^2\le c\|v\|^2\ \Longrightarrow\ \text{some energy has }E^2\le c.
\]

In an orthonormal eigenbasis with coefficients \(a_i\), \(\|Av\|^2=\sum_i E_i^2|a_i|^2\). If every \(E_i^2>c\), this exceeds \(c\|v\|^2\), a contradiction. `coef` supplies the coefficients of \(Av\), and `pars` the norms.

```lean
/-- Variational principle for the squared energy: if a nonzero trial state has
`‖A v‖² ≤ c ‖v‖²` for a Hermitian `A`, then `A` has an energy with `E² ≤ c`. -/
theorem exists_energy_sq_le {n : Type*} [Fintype n] [DecidableEq n] {A : Matrix n n ℂ}
    (hA : A.IsHermitian) {c : ℝ} (v : n → ℂ) (hv : 0 < ∑ i, ‖v i‖ ^ 2)
    (h : ∑ i, ‖(A *ᵥ v) i‖ ^ 2 ≤ c * ∑ i, ‖v i‖ ^ 2) : ∃ E, IsEnergy A E ∧ E ^ 2 ≤ c := by
  by_contra hne
  let b := hA.eigenvectorBasis
  have e : ∀ i, A *ᵥ (b i).ofLp = (hA.eigenvalues i : ℂ) • (b i).ofLp := fun i => by
    ext j
    simpa using congrFun (hA.mulVec_eigenvectorBasis i) j
  have hlt : ∀ i, c < hA.eigenvalues i ^ 2 := fun i => by
    by_contra hc
    exact hne ⟨_, ⟨(b i).ofLp, fun h0 => b.orthonormal.ne_zero i
      (PiLp.ext fun j => congrFun h0 j), e i⟩, not_lt.mp hc⟩
  have pars : ∀ w : n → ℂ, ∑ i, ‖inner ℂ (b i) (WithLp.toLp 2 w)‖ ^ 2 = ∑ i, ‖w i‖ ^ 2 :=
    fun w => by rw [b.sum_sq_norm_inner_right, EuclideanSpace.norm_sq_eq]
  have coef : ∀ i, inner ℂ (b i) (WithLp.toLp 2 (A *ᵥ v)) =
      (hA.eigenvalues i : ℂ) * inner ℂ (b i) (WithLp.toLp 2 v) := fun i => by
    have e2 : star (b i).ofLp ᵥ* A = (hA.eigenvalues i : ℂ) • star (b i).ofLp := by
      have := congrArg star (e i)
      rw [star_mulVec, hA.eq, star_smul] at this
      simpa using this
    rw [EuclideanSpace.inner_eq_star_dotProduct, EuclideanSpace.inner_eq_star_dotProduct]
    change (A *ᵥ v) ⬝ᵥ star (b i).ofLp = _ * (v ⬝ᵥ star (b i).ofLp)
    rw [dotProduct_comm, dotProduct_mulVec, e2, smul_dotProduct, smul_eq_mul, dotProduct_comm]
  -- expand both norms in the eigenbasis
  rw [← pars v] at hv h
  rw [← pars (A *ᵥ v), Finset.mul_sum] at h
  obtain ⟨i, _, hi⟩ := Finset.exists_lt_of_sum_lt (s := Finset.univ) (f := fun _ : n => (0 : ℝ))
    (by simpa using hv)
  refine absurd h (not_le_of_gt (Finset.sum_lt_sum (fun j _ => ?_) ⟨i, Finset.mem_univ i, ?_⟩))
  · rw [coef, norm_mul, mul_pow, Complex.norm_real, Real.norm_eq_abs, sq_abs]
    exact mul_le_mul_of_nonneg_right (hlt j).le (by positivity)
  · rw [coef, norm_mul, mul_pow, Complex.norm_real, Real.norm_eq_abs, sq_abs]
    exact mul_lt_mul_of_pos_right (hlt i) hi
```

**(d)** Show that \(w\ne0\) implies \(\sum_x|w_x|^2>0\).

One term is positive and none is negative.

```lean
/-- A nonzero wave function has positive total weight. -/
theorem weight_pos {N : ℕ} {w : Fin N → ℂ} (hw : w ≠ 0) : 0 < ∑ x, ‖w x‖ ^ 2 := by
  obtain ⟨x, hx⟩ := Function.ne_iff.mp hw
  have h : 0 < ‖w x‖ := norm_pos_iff.mpr hx
  exact Finset.sum_pos' (fun _ _ => by positivity) ⟨x, Finset.mem_univ x, by positivity⟩
```

**(e)** For each energy \(E\), find \(w\ne0\) with

\[
\|Dw\|^2\ \text{or}\ \|D^\dagger w\|^2=(E^2-s^2)\|w\|^2.
\]

By (a), \(Dp=(E+s)q\) and \(D^\dagger q=(E-s)p\). Hence

\[
\|Dp\|^2=\langle p,D^\dagger Dp\rangle=(E+s)(E-s)\|p\|^2.
\]

If \(p=0\), then \(q\ne0\), and the same argument works for \(D^\dagger q\). `key` is this computation.

```lean
/-- For each energy `E` of the ribbon, some `w ≠ 0` satisfies `‖D w‖² = (E² - sin² k) ‖w‖²` or
`‖Dᴴ w‖² = (E² - sin² k) ‖w‖²`, where `D` is the block `m + shift`. -/
theorem splitting_eq {N : ℕ} {u k E : ℝ} (h : IsEnergy (ribbon N u k) E) :
    ∃ w : Fin N → ℂ, w ≠ 0 ∧
      (∑ x, ‖(block N (mass u k) *ᵥ w) x‖ ^ 2 = (E ^ 2 - Real.sin k ^ 2) * ∑ x, ‖w x‖ ^ 2 ∨
      ∑ x, ‖((block N (mass u k))ᴴ *ᵥ w) x‖ ^ 2 =
        (E ^ 2 - Real.sin k ^ 2) * ∑ x, ‖w x‖ ^ 2) := by
  have hn : ∀ w : Fin N → ℂ, star w ⬝ᵥ w = ((∑ x, ‖w x‖ ^ 2 : ℝ) : ℂ) := fun w => by
    simp only [dotProduct, Pi.star_apply, ofReal_sum, ofReal_pow]
    exact Finset.sum_congr rfl fun i _ => Complex.conj_mul' (w i)
  have key : ∀ (A : Matrix (Fin N) (Fin N) ℂ) (p q : Fin N → ℂ) (a b : ℝ),
      A *ᵥ p = (a : ℂ) • q → Aᴴ *ᵥ q = (b : ℂ) • p →
      ∑ x, ‖(A *ᵥ p) x‖ ^ 2 = a * b * ∑ x, ‖p x‖ ^ 2 := by
    intro A p q a b h1 h2
    apply Complex.ofReal_injective
    rw [ofReal_mul, ← hn (A *ᵥ p), ← hn p, star_mulVec, ← dotProduct_mulVec, h1, mulVec_smul,
      dotProduct_smul, h2, dotProduct_smul, smul_eq_mul, smul_eq_mul, ofReal_mul]
    ring
  obtain ⟨ψ, hψ, he⟩ := h
  obtain ⟨h1, h2⟩ := chiral_action N u k ψ
  have hs : ∀ τ, amp τ ((E : ℂ) • ψ) = (E : ℂ) • amp τ ψ := fun τ => by
    ext x
    simp only [amp, Pi.smul_apply, smul_eq_mul]
    ring
  rw [he, hs] at h1 h2
  -- the eigenvalue equation, component by component
  have a1 : (block N (mass u k))ᴴ *ᵥ amp (-1) ψ = ((E - Real.sin k : ℝ) : ℂ) • amp 1 ψ := by
    rw [ofReal_sub, sub_smul, h1]; abel
  have a2 : block N (mass u k) *ᵥ amp 1 ψ = ((E + Real.sin k : ℝ) : ℂ) • amp (-1) ψ := by
    rw [ofReal_add, add_smul, h2, neg_smul]; abel
  by_cases hp : amp 1 ψ = 0
  · refine ⟨amp (-1) ψ, fun hq => hψ ?_, Or.inr ?_⟩
    · ext ⟨x, a⟩
      have g1 := congrFun hp x
      have g2 := congrFun hq x
      simp only [amp, Pi.zero_apply] at g1 g2
      fin_cases a
      · change ψ (x, 0) = 0
        linear_combination (g1 + g2) / 2
      · change ψ (x, 1) = 0
        linear_combination (-I / 2) * (g2 - g1) + ψ (x, 1) * I_sq
    · rw [key _ _ _ _ _ a1 (by rw [conjTranspose_conjTranspose]; exact a2)]
      ring
  · exact ⟨amp 1 ψ, hp, Or.inl (by rw [key _ _ _ _ _ a2 a1]; ring)⟩
```

**(f)** For \(v_x=(-m)^x\) and \(N=n+1\), show that \(\|Dv\|^2=m^{2N}\).

Before the last site, \(m(-m)^x+(-m)^{x+1}=0\). The last entry is \(m(-m)^{N-1}\). The profile is localized at the edge \(x=0\) only when \(|m|<1\); the identity, and the upper bounds in (g) and (h), hold for every real \(m\).

```lean
/-- On `N = n + 1` sites, `m + shift` sends the edge profile `(-m)^x` to a vector of squared norm
`m^(2N)`. -/
theorem edge_residual (n : ℕ) (m : ℝ) :
    ∑ x, ‖(block (n + 1) m *ᵥ fun y => (-(m : ℂ)) ^ (y : ℕ)) x‖ ^ 2 = m ^ (2 * (n + 1)) := by
  have hrow : ∀ x : Fin (n + 1), (block (n + 1) m *ᵥ fun y => (-(m : ℂ)) ^ (y : ℕ)) x =
      m * (-(m : ℂ)) ^ (x : ℕ) +
        ∑ y : Fin (n + 1), if (y : ℕ) = x + 1 then (-(m : ℂ)) ^ (y : ℕ) else 0 := fun x => by
    simp [block, shift, mulVec, dotProduct, Matrix.one_apply, add_mul, Finset.sum_add_distrib]
  rw [Fin.sum_univ_castSucc, Finset.sum_eq_zero, zero_add, hrow, Finset.sum_eq_zero, add_zero]
  · rw [norm_mul, norm_pow, norm_neg, Complex.norm_real, Real.norm_eq_abs, Fin.val_last,
      ← pow_succ', ← pow_mul, mul_comm (n + 1) 2, pow_mul, sq_abs, ← pow_mul]
  · intro y _
    have := y.isLt
    exact if_neg (by rw [Fin.val_last]; omega)
  · intro i _
    rw [hrow, Finset.sum_eq_single i.succ]
    · simp [pow_succ']
    · intro y _ hy
      exact if_neg fun h => hy (Fin.ext (by simpa using h))
    · simp
```

**(g)** For \(N\ge1\), find an energy with

\[
E^2\le s^2+\frac{m^{2N}}{W},\qquad W=\sum_{x=0}^{N-1}m^{2x}.
\]

Take \(p=v\), \(q=0\); the normalized trial state is \(v_x\chi_+/\sqrt{2W}\). For the unnormalized state, (a) and (f) give \(\|H\psi\|^2=(s^2W+m^{2N})/2\) and \(\|\psi\|^2=W/2\). Apply (c).

```lean
/-- A ribbon with at least one site has an energy with
`E² ≤ sin² k + m^(2N) / (1 + m² + ... + m^(2(N-1)))`. -/
theorem edge_level_bound {N : ℕ} (hN : 0 < N) (u k : ℝ) :
    ∃ E, IsEnergy (ribbon N u k) E ∧
      E ^ 2 ≤ Real.sin k ^ 2 + mass u k ^ (2 * N) / ∑ x : Fin N, mass u k ^ (2 * (x : ℕ)) := by
  obtain ⟨n, rfl⟩ : ∃ n, N = n + 1 := ⟨N - 1, by omega⟩
  set m := mass u k with hm
  let v : Fin (n + 1) → ℂ := fun y => (-(m : ℂ)) ^ (y : ℕ)
  -- the edge profile times the spinor with `σy = 1`
  let ψ : Fin (n + 1) × Fin 2 → ℂ := fun p => (if p.2 = 0 then 1 / 2 else I / 2) * v p.1
  have pars : ∀ φ : Fin (n + 1) × Fin 2 → ℂ, ∑ p, ‖φ p‖ ^ 2 =
      (∑ x, ‖amp 1 φ x‖ ^ 2 + ∑ x, ‖amp (-1) φ x‖ ^ 2) / 2 := fun φ => by
    rw [Fintype.sum_prod_type, ← Finset.sum_add_distrib, Finset.sum_div]
    refine Finset.sum_congr rfl fun x _ => ?_
    simp only [Fin.sum_univ_two, amp, Complex.sq_norm, Complex.normSq_apply]
    simp
    ring
  have p1 : amp 1 ψ = v := by
    ext x
    simp only [amp, ψ, if_true, one_ne_zero, if_false]
    linear_combination (-(v x) / 2) * I_sq
  have p2 : amp (-1) ψ = 0 := by
    ext x
    simp only [amp, ψ, if_true, one_ne_zero, if_false, Pi.zero_apply]
    linear_combination (v x / 2) * I_sq
  have hW : ∑ x, ‖v x‖ ^ 2 = ∑ x : Fin (n + 1), m ^ (2 * (x : ℕ)) :=
    Finset.sum_congr rfl fun x _ => by
      simp only [v]
      rw [norm_pow, norm_neg, Complex.norm_real, Real.norm_eq_abs, ← pow_mul,
        mul_comm (x : ℕ) 2, pow_mul, sq_abs, ← pow_mul]
  have hpos : 0 < ∑ x : Fin (n + 1), m ^ (2 * (x : ℕ)) := by
    rw [← hW]
    exact weight_pos fun h0 => by simpa [v] using congrFun h0 0
  obtain ⟨h1, h2⟩ := chiral_action (n + 1) u k ψ
  rw [p1, p2, mulVec_zero, add_zero] at h1
  rw [p1, p2, smul_zero, zero_add, ← hm] at h2
  have hψ : ∑ p, ‖ψ p‖ ^ 2 = (∑ x : Fin (n + 1), m ^ (2 * (x : ℕ))) / 2 := by
    rw [pars, p1, p2, hW]; simp
  have hs : ∑ x, ‖((Real.sin k : ℂ) • v) x‖ ^ 2 =
      Real.sin k ^ 2 * ∑ x : Fin (n + 1), m ^ (2 * (x : ℕ)) := by
    rw [← hW, Finset.mul_sum]
    refine Finset.sum_congr rfl fun x _ => ?_
    rw [Pi.smul_apply, smul_eq_mul, norm_mul, mul_pow, Complex.norm_real, Real.norm_eq_abs,
      sq_abs]
  refine exists_energy_sq_le (ribbon_isHermitian _ u k) ψ (by rw [hψ]; positivity) (le_of_eq ?_)
  rw [pars, h1, h2, hs, edge_residual, hψ]
  field_simp
```

**(h)** For \(N\ge1\) and every real \(m\), show that all energies obey \(E^2\ge s^2\) and at least one obeys \(E^2\le s^2+m^{2N}\).

The left side in (e) is nonnegative and \(\|w\|^2>0\), which gives the lower bound. The upper bound follows from (g), since the \(x=0\) term makes \(W\ge1\). In the two-site example, \(0.043\le1/16\).

```lean
/-- Energy bounds for an open QWZ ribbon with at least one site: every energy obeys `E² ≥ sin² k`,
and at least one obeys `E² ≤ sin² k + m^(2N)`, where `m = u + cos k`. -/
theorem edge_hybridization {N : ℕ} (hN : 0 < N) (u k : ℝ) :
    (∀ E, IsEnergy (ribbon N u k) E → Real.sin k ^ 2 ≤ E ^ 2) ∧
    ∃ E, IsEnergy (ribbon N u k) E ∧ E ^ 2 ≤ Real.sin k ^ 2 + mass u k ^ (2 * N) := by
  constructor
  · intro E hE
    obtain ⟨w, hw, h⟩ := splitting_eq hE
    have h0 : 0 ≤ (E ^ 2 - Real.sin k ^ 2) * ∑ x, ‖w x‖ ^ 2 := by
      rcases h with h | h <;> rw [← h] <;> positivity
    linarith [nonneg_of_mul_nonneg_left h0 (weight_pos hw)]
  · obtain ⟨E, hE, h⟩ := edge_level_bound hN u k
    have nn : ∀ j : ℕ, 0 ≤ mass u k ^ (2 * j) := fun j => by rw [pow_mul]; positivity
    -- the first site alone contributes weight one
    have h1 : 1 ≤ ∑ x : Fin N, mass u k ^ (2 * (x : ℕ)) := by
      have := Finset.single_le_sum (f := fun x : Fin N => mass u k ^ (2 * (x : ℕ)))
        (fun x _ => nn x) (Finset.mem_univ (⟨0, hN⟩ : Fin N))
      simpa using this
    exact ⟨E, hE, by linarith [div_le_self (nn N) h1]⟩
```

**(i)** If \(m\ne0\), show that every energy obeys \(E^2>s^2\).

\(D\) is upper triangular with determinant \(m^N\ne0\), so \(D\) and \(D^\dagger\) annihilate no nonzero vector and the left side in (e) is positive. At \(m=0\), \(N=1\), the energies are \(\pm s\) and strictness fails.

```lean
/-- If `m = u + cos k` is nonzero, every energy of the finite ribbon obeys the strict inequality
`E² > sin² k`. -/
theorem hybridization_gap {N : ℕ} {u k E : ℝ} (hm : mass u k ≠ 0)
    (hE : IsEnergy (ribbon N u k) E) : Real.sin k ^ 2 < E ^ 2 := by
  -- the block is triangular with `m` on the diagonal
  have hdet : (block N (mass u k)).det ≠ 0 := by
    rw [Matrix.det_of_isUpperTriangular]
    · exact Finset.prod_ne_zero_iff.mpr fun i _ => by simp [block, shift, hm]
    · intro i j hij
      have h1 : (j : ℕ) < i := hij
      have h2 : i ≠ j := fun h => by simp [h] at h1
      have h3 : (j : ℕ) ≠ i + 1 := by omega
      simp [block, shift, h2, h3]
  have hdet' : ((block N (mass u k))ᴴ).det ≠ 0 := by
    rw [det_conjTranspose]
    exact star_ne_zero.mpr hdet
  obtain ⟨w, hw, h⟩ := splitting_eq hE
  have h0 : 0 < (E ^ 2 - Real.sin k ^ 2) * ∑ x, ‖w x‖ ^ 2 := by
    rcases h with h | h <;> rw [← h]
    · exact weight_pos fun hz => hw (eq_zero_of_mulVec_eq_zero hdet hz)
    · exact weight_pos fun hz => hw (eq_zero_of_mulVec_eq_zero hdet' hz)
  linarith [pos_of_mul_pos_left h0 (weight_pos hw).le]
```

**(j)** If \(|m|<1\), show that for each \(\varepsilon>0\) every sufficiently wide ribbon has an energy with \(E^2<s^2+\varepsilon\).

Since \(m^{2N}\to0\), (h) suffices. Some bound on \(|m|\) is needed: at \(|m|=2\), \(\|Dw\|\ge2\|w\|-\|Sw\|\ge\|w\|\), and likewise for \(D^\dagger\), so (e) gives \(E^2\ge s^2+1\) at every width.

In tight-binding simulations of this clean, non-interacting model, the upper bound in (h) helps choose a ribbon width at fixed \(k\) with \(|m|<1\).

```lean
/-- If `|u + cos k| < 1`, then for every `ε > 0` all sufficiently wide ribbons have an energy
with `E² < sin² k + ε`. -/
theorem splitting_vanishes {u k ε : ℝ} (hm : |mass u k| < 1) (hε : 0 < ε) :
    ∀ᶠ N in Filter.atTop, ∃ E, IsEnergy (ribbon N u k) E ∧ E ^ 2 < Real.sin k ^ 2 + ε := by
  have hsq : mass u k ^ 2 < 1 := by
    obtain ⟨h1, h2⟩ := abs_lt.mp hm
    nlinarith
  have t := tendsto_pow_atTop_nhds_zero_of_lt_one (sq_nonneg (mass u k)) hsq
  filter_upwards [t.eventually_lt_const hε, Filter.eventually_gt_atTop 0] with N h hN
  obtain ⟨E, hE, hb⟩ := (edge_hybridization hN u k).2
  rw [pow_mul] at hb
  exact ⟨E, hE, by linarith⟩

end

end QWZRibbon
```
```lean
#print axioms QWZRibbon.edge_hybridization
#print axioms QWZRibbon.hybridization_gap
#print axioms QWZRibbon.splitting_vanishes
```

```
'QWZRibbon.edge_hybridization' depends on axioms: [propext, Classical.choice, Quot.sound]
'QWZRibbon.hybridization_gap' depends on axioms: [propext, Classical.choice, Quot.sound]
'QWZRibbon.splitting_vanishes' depends on axioms: [propext, Classical.choice, Quot.sound]
```
